# The grid charge of a normalised one-dimensional Gaussian ripples with its position, with first harmonic $2e^{-\pi^2/(\alpha h^2)}\cos(2\pi R/h)$

## Why did halving the spacing wipe out the ripple in my charge?

Before a real-space run I choose the grid spacing $h$ so that the Gaussian charges I put on the ions still sum to the right total. To get a feeling for this I took one normalised Gaussian in one dimension, with exponent $\alpha$ and $\alpha h^2=1$, and slid its centre $R$ across the grid. The summed charge went from about $1.0001$ with the centre on a grid point to about $0.9999$ midway between two points. Then I halved $h$, expecting a second-order rule to leave a quarter of the ripple. In double precision nothing was left. What sets the size of this egg-box ripple, and can I predict it from $\alpha$ and $h$ before running anything?

## The ripple is exponentially small in $1/h^2$

Yes, you can predict it. The summed charge is

$$S(R)=h\sum_{j\in\mathbb Z}\sqrt{\frac{\alpha}{\pi}}\,e^{-\alpha(jh-R)^2},$$

and its errors are governed by the single number $q=e^{-\pi^2/(\alpha h^2)}$, which lies between 0 and 1. Halving $h$ multiplies the exponent by four, so $q$ becomes $q^4$. In your test $q\approx5.2\times10^{-5}$, and the ripple amplitude $2q\approx10^{-4}$ drops to about $1.4\times10^{-17}$.

**Fourier series in the position.** Moving $R$ by $h$ only relabels the grid points, so $S$ has period $h$ and can be written as $S(R)=\sum_m c_m e^{2\pi i mR/h}$. The coefficients are

$$c_m=\frac1h\int_0^h S(R)\,e^{-2\pi i mR/h}\,dR .$$

Insert the grid sum and substitute $u=R-jh$ in each term. The phase is unchanged, because $e^{-2\pi i mj}=1$, and the intervals for different $j$ join up to cover the whole line:

$$c_m=\int_{-\infty}^{\infty}\sqrt{\frac{\alpha}{\pi}}\,e^{-\alpha u^2-2\pi i mu/h}\,du .$$

Completing the square gives the exponent $-\alpha\left(u+\frac{i\pi m}{\alpha h}\right)^2-\frac{\pi^2m^2}{\alpha h^2}$. The shifted Gaussian still integrates to 1, so $c_m=q^{m^2}$. Since $S$ is real, taking real parts yields

$$S(R)=\sum_{m\in\mathbb Z}q^{m^2}\cos\frac{2\pi mR}{h}.$$

**Charge error.** The term $m=0$ is the exact charge, 1. The terms $m$ and $-m$ are equal, hence

$$S(R)-1=\sum_{n\ge0}2q^{(n+1)^2}\cos\frac{2\pi(n+1)R}{h}.$$

**Remainder.** Take away the first harmonic and relabel, so that the remaining powers are $q^{(n+2)^2}$ with $n\ge0$. Because $(n+2)^2=n^2+4n+4\ge n+4$ and $0<q<1$,

$$\left|S-1-2q\cos\frac{2\pi R}{h}\right|\le\sum_{n\ge0}2q^{(n+2)^2}\le2q^4\sum_{n\ge0}q^n=\frac{2q^4}{1-q}.$$

**On a grid point and midway between two.** At $R=0$ every cosine is 1, so no other position has a larger absolute error. At $R=h/2$ the cosines alternate in sign. In $S(0)-S(h/2)$ the even harmonics cancel and the odd ones double, which leaves $4(q+q^9+\dots)\ge4q$. This is the difference you saw between the two positions.

To keep the amplitude of the first harmonic from exceeding a tolerance $0<\varepsilon<2$, choose $h\le\pi/\sqrt{\alpha\ln(2/\varepsilon)}$. The narrowest Gaussian, with the largest $\alpha$, decides.

A special position shows how good the remainder bound is. At $R=h/4$ the first harmonic vanishes and the error is $-2q^4+2q^{16}-\dots$, so for small $q$ the bound has the right leading size. In the opposite limit, $\alpha h^2\to\infty$, $q$ tends to 1 and the bound grows without limit. It remains true there but says little, as the grid no longer resolves the Gaussian.

## What the Lean theorems say

In the code below, `gridCharge α h R` is $S(R)$, with the sum running over all integers `j : ℤ`, and `damping α h` is $q$. The name refers to the suppression of the harmonics and has nothing to do with friction or damped dynamics. The theorems about the charge assume `0 < α` and `0 < h`: the Gaussian is normalisable and the spacing is a real length. The centre `R` is any real number.

- `grid_summable` says that the grid sum converges. This matters because Lean's `∑'` gives 0 for a divergent series.
- `gridCharge_fourier` is the cosine series over all integers. `HasSum` means that the series converges and that its sum is the stated value, here the grid charge.
- `charge_error_harmonics` is the series for $S-1$, indexed from `n = 0` as above.
- `eggbox_leading_ripple` is the bound $2q^4/(1-q)$.
- `charge_error_le_on_grid_point` says that $|S(R)-1|\le S(0)-1$ for every $R$.
- `ripple_lower_bound` says that $S(0)-S(h/2)\ge4q$.
- `damping_half_spacing` is the replacement of $q$ by $q^4$.

The model is one Gaussian on an infinite one-dimensional grid, summed without rounding. For that model the result fixes the egg-box error of a charge, the simplest integral in a real-space electronic-structure code. On a cubic grid of spacing $h$ in three dimensions, the charge of a normalised spherical Gaussian is the product of three such sums, one for each coordinate of the centre. For small $q$ its largest error is therefore about $6q$ instead of $2q$; this product is not in the code. Total energies and forces are a further step, because pseudopotentials and the nonlinear exchange-correlation energy bring in functions that are not Gaussians.

```lean
import Mathlib

open Real

namespace EggBoxGaussian

noncomputable section

/-- The charge of a normalised Gaussian density of exponent `α > 0` centred at `R`, integrated
on the uniform grid of points `j h` with spacing `h > 0`. -/
def gridCharge (α h R : ℝ) : ℝ :=
  h * ∑' j : ℤ, √(α / π) * Real.exp (-α * (j * h - R) ^ 2)

/-- The damping factor `q = exp(-π² / (α h²))` of a Gaussian of exponent `α > 0` on a grid of
spacing `h > 0`. -/
def damping (α h : ℝ) : ℝ := Real.exp (-π ^ 2 / (α * h ^ 2))

lemma damping_pos (α h : ℝ) : 0 < damping α h := Real.exp_pos _

lemma damping_lt_one {α h : ℝ} (hα : 0 < α) (hh : 0 < h) : damping α h < 1 := by
  have : 0 < π ^ 2 / (α * h ^ 2) := by positivity
  refine Real.exp_lt_one_iff.mpr ?_
  rw [neg_div]
  linarith

lemma damping_zpow (α h : ℝ) (m : ℤ) :
    damping α h ^ (m ^ 2) = Real.exp (-(π ^ 2 / (α * h ^ 2)) * (m : ℝ) ^ 2) := by
  rw [damping, ← Real.rpow_intCast, ← Real.exp_mul]
  congr 1
  push_cast
  ring

/-- A Gaussian series over the integers converges, also with a linear term in the exponent. -/
theorem gaussian_summable {a : ℝ} (ha : 0 < a) (b : ℝ) :
    Summable fun n : ℤ => Real.exp (-a * (n : ℝ) ^ 2 + b * n) := by
  obtain ⟨t, ht⟩ : ∃ t : ℝ, a = π * t := ⟨a / π, by field_simp⟩
  obtain ⟨c, hc⟩ : ∃ c : ℝ, b = 2 * π * c := ⟨b / (2 * π), by field_simp⟩
  have htpos : 0 < t := by
    rw [ht] at ha
    exact (mul_pos_iff_of_pos_left Real.pi_pos).mp ha
  -- the series is a Jacobi theta series at imaginary arguments
  have key : ∀ n : ℤ, jacobiTheta₂_term n (-(Complex.I * (c : ℂ))) (Complex.I * (t : ℂ))
      = ((Real.exp (-a * (n : ℝ) ^ 2 + b * n) : ℝ) : ℂ) := by
    intro n
    rw [jacobiTheta₂_term, Complex.ofReal_exp, ht, hc]
    congr 1
    push_cast
    linear_combination (-2 * π * n * c + π * n ^ 2 * t : ℂ) * Complex.I_sq
  have hs := ((summable_jacobiTheta₂_term_iff (-(Complex.I * (c : ℂ)))
    (Complex.I * (t : ℂ))).mpr (by simpa using htpos)).norm
  simpa only [key, Complex.norm_real, Real.norm_eq_abs, Real.abs_exp] using hs

/-- The grid sum that defines the charge converges for every position of the centre. -/
theorem grid_summable {α h : ℝ} (hα : 0 < α) (hh : 0 < h) (R : ℝ) :
    Summable fun j : ℤ => √(α / π) * Real.exp (-α * (j * h - R) ^ 2) := by
  have ha : 0 < α * h ^ 2 := by positivity
  refine Summable.mul_left _ ((summable_congr fun j => ?_).mpr
    ((gaussian_summable ha (2 * α * h * R)).mul_left (Real.exp (-α * R ^ 2))))
  rw [← Real.exp_add]
  congr 1
  ring

/-- The grid charge is the sum over all integers `m` of `q^(m²) cos(2π m R / h)`, and this
series converges. -/
theorem gridCharge_fourier {α h : ℝ} (hα : 0 < α) (hh : 0 < h) (R : ℝ) :
    HasSum (fun m : ℤ => damping α h ^ (m ^ 2) * Real.cos (2 * π * m * R / h))
      (gridCharge α h R) := by
  have hπ := Real.pi_pos
  have hs : 0 < π / (α * h ^ 2) := by positivity
  -- Poisson summation for a shifted Gaussian
  have P := Complex.tsum_exp_neg_quadratic (a := ((π / (α * h ^ 2) : ℝ) : ℂ))
    (by simpa only [Complex.ofReal_re] using hs) (Complex.I * ((R / h : ℝ) : ℂ))
  have hL : ∀ n : ℤ, Complex.exp (-π * ((π / (α * h ^ 2) : ℝ) : ℂ) * (n : ℂ) ^ 2
      + 2 * π * (Complex.I * ((R / h : ℝ) : ℂ)) * n)
      = ((damping α h ^ (n ^ 2) : ℝ) : ℂ)
        * Complex.exp (((2 * π * n * R / h : ℝ) : ℂ) * Complex.I) := by
    intro n
    rw [damping_zpow, Complex.ofReal_exp, ← Complex.exp_add]
    congr 1
    push_cast
    ring
  have hR : ∀ n : ℤ, Complex.exp (-π / ((π / (α * h ^ 2) : ℝ) : ℂ)
      * (n + Complex.I * (Complex.I * ((R / h : ℝ) : ℂ))) ^ 2)
      = ((Real.exp (-α * (n * h - R) ^ 2) : ℝ) : ℂ) := by
    intro n
    have e : (n : ℂ) + Complex.I * (Complex.I * ((R / h : ℝ) : ℂ))
        = ((n - R / h : ℝ) : ℂ) := by
      push_cast
      linear_combination (R / h : ℂ) * Complex.I_sq
    have e1 : -π / (π / (α * h ^ 2)) = -(α * h ^ 2) := by field_simp
    have e2 : (n : ℝ) * h - R = h * (n - R / h) := by field_simp
    have e3 : -π / (π / (α * h ^ 2)) * ((n : ℝ) - R / h) ^ 2 = -α * (n * h - R) ^ 2 := by
      rw [e1, e2]
      ring
    rw [e, Complex.ofReal_exp]
    congr 1
    exact_mod_cast e3
  -- the prefactor of Poisson summation is the grid weight times the normalisation
  have hpre : 1 / ((π / (α * h ^ 2) : ℝ) : ℂ) ^ (1 / 2 : ℂ) = ((h * √(α / π) : ℝ) : ℂ) := by
    have e : ((π / (α * h ^ 2) : ℝ) : ℂ) ^ (1 / 2 : ℂ) = ((√(π / (α * h ^ 2)) : ℝ) : ℂ) := by
      rw [Real.sqrt_eq_rpow, Complex.ofReal_cpow hs.le]
      congr 1
      norm_num
    have k : h * √(α / π) * √(π / (α * h ^ 2)) = 1 := by
      rw [mul_assoc, ← Real.sqrt_mul (by positivity),
        show α / π * (π / (α * h ^ 2)) = (1 / h) ^ 2 by field_simp,
        Real.sqrt_sq (by positivity)]
      field_simp
    rw [e, div_eq_iff (Complex.ofReal_ne_zero.mpr (Real.sqrt_pos.mpr hs).ne')]
    exact_mod_cast k.symm
  rw [tsum_congr hL, tsum_congr hR, hpre, ← Complex.ofReal_tsum, ← Complex.ofReal_mul] at P
  have hF : Summable fun n : ℤ => ((damping α h ^ (n ^ 2) : ℝ) : ℂ)
      * Complex.exp (((2 * π * n * R / h : ℝ) : ℂ) * Complex.I) := by
    refine Summable.of_norm ((summable_congr fun n => ?_).mpr
      (gaussian_summable (a := π ^ 2 / (α * h ^ 2)) (by positivity) 0))
    rw [norm_mul, Complex.norm_exp_ofReal_mul_I, mul_one, Complex.norm_real,
      damping_zpow, Real.norm_eq_abs, Real.abs_exp, zero_mul, add_zero]
  -- real parts
  have H := Complex.hasSum_re hF.hasSum
  rw [P, Complex.ofReal_re] at H
  rw [gridCharge, tsum_mul_left, ← mul_assoc]
  simpa only [Complex.re_ofReal_mul, Complex.exp_ofReal_mul_I_re] using H

/-- The charge error is a sum of egg-box harmonics `2 q^(n²) cos(2π n R / h)` over `n ≥ 1`
(written with `n + 1`, `n ≥ 0`). -/
theorem charge_error_harmonics {α h : ℝ} (hα : 0 < α) (hh : 0 < h) (R : ℝ) :
    HasSum (fun n : ℕ => 2 * damping α h ^ ((n + 1) ^ 2) * Real.cos (2 * π * (n + 1) * R / h))
      (gridCharge α h R - 1) := by
  -- pair `m` with `-m`, then remove the constant term
  have H := (hasSum_nat_add_iff' 1).mpr (gridCharge_fourier hα hh R).nat_add_neg
  let F : ℤ → ℝ := fun m => damping α h ^ (m ^ 2) * Real.cos (2 * π * m * R / h)
  have hterm : ∀ n : ℕ,
      2 * damping α h ^ ((n + 1) ^ 2) * Real.cos (2 * π * (n + 1) * R / h)
        = F ((n + 1 : ℕ) : ℤ) + F (-((n + 1 : ℕ) : ℤ)) := by
    intro n
    have e : damping α h ^ (((n + 1 : ℕ) : ℤ) ^ 2) = damping α h ^ ((n + 1) ^ 2) := by
      exact_mod_cast zpow_natCast (damping α h) ((n + 1) ^ 2)
    have c : Real.cos (2 * π * ((-((n + 1 : ℕ) : ℤ) : ℤ) : ℝ) * R / h)
        = Real.cos (2 * π * (n + 1) * R / h) := by
      rw [← Real.cos_neg]
      congr 1
      push_cast
      ring
    simp only [F, neg_sq, e, c]
    push_cast
    ring
  have hval : gridCharge α h R - 1
      = gridCharge α h R + F 0 - ∑ i ∈ Finset.range 1, (F (i : ℤ) + F (-(i : ℤ))) := by
    simp only [F, Finset.sum_range_one, Nat.cast_zero, Int.cast_zero, neg_zero, mul_zero,
      zero_mul, zero_div, Real.cos_zero, ne_eq, OfNat.ofNat_ne_zero, not_false_eq_true,
      zero_pow, zpow_zero]
    ring
  rw [funext hterm, hval]
  exact H

lemma harmonic_le {p : ℝ} (hp : 0 ≤ p) (x : ℝ) : ‖2 * p * Real.cos x‖ ≤ 2 * p := by
  rw [Real.norm_eq_abs, abs_mul, abs_of_nonneg (by positivity : 0 ≤ 2 * p)]
  exact mul_le_of_le_one_right (by positivity) (Real.abs_cos_le_one x)

/-- The grid charge equals `1 + 2 q cos(2π R / h)` up to an error of at most
`2 q⁴ / (1 - q)`. -/
theorem eggbox_leading_ripple {α h : ℝ} (hα : 0 < α) (hh : 0 < h) (R : ℝ) :
    |gridCharge α h R - 1 - 2 * damping α h * Real.cos (2 * π * R / h)|
      ≤ 2 * damping α h ^ 4 / (1 - damping α h) := by
  have h0 := (damping_pos α h).le
  have h1 := damping_lt_one hα hh
  have H := (hasSum_nat_add_iff' 1).mpr (charge_error_harmonics hα hh R)
  have G := (hasSum_geometric_of_lt_one h0 h1).mul_left (2 * damping α h ^ 4)
  -- the higher harmonics are dominated by a geometric series
  have B := H.norm_le_of_bounded G (fun n => by
    refine (harmonic_le (pow_nonneg h0 _) _).trans ?_
    rw [mul_assoc, ← pow_add]
    have : damping α h ^ ((n + 1 + 1) ^ 2) ≤ damping α h ^ (4 + n) :=
      pow_le_pow_of_le_one h0 h1.le (by nlinarith)
    linarith)
  rw [div_eq_mul_inv (2 * damping α h ^ 4)]
  simpa [Finset.sum_range_one] using B

/-- The absolute charge error at any position is at most the charge error of a Gaussian centred on a
grid point. -/
theorem charge_error_le_on_grid_point {α h : ℝ} (hα : 0 < α) (hh : 0 < h) (R : ℝ) :
    |gridCharge α h R - 1| ≤ gridCharge α h 0 - 1 := by
  refine (charge_error_harmonics hα hh R).norm_le_of_bounded
    (charge_error_harmonics hα hh 0) (fun n => ?_)
  rw [mul_zero, zero_div, Real.cos_zero, mul_one]
  exact harmonic_le (pow_nonneg (damping_pos α h).le _) _

/-- The charge of a Gaussian centred on a grid point exceeds that of one centred midway between
two grid points by at least `4 q`. -/
theorem ripple_lower_bound {α h : ℝ} (hα : 0 < α) (hh : 0 < h) :
    4 * damping α h ≤ gridCharge α h 0 - gridCharge α h (h / 2) := by
  have H := (charge_error_harmonics hα hh 0).sub (charge_error_harmonics hα hh (h / 2))
  -- every harmonic contributes with a non-negative sign; keep the first one
  have L := le_hasSum H 0 (fun n _ => by
    rw [mul_zero, zero_div, Real.cos_zero, mul_one, sub_nonneg]
    exact (le_abs_self _).trans (harmonic_le (pow_nonneg (damping_pos α h).le _) _))
  have e : 2 * π * (((0 : ℕ) : ℝ) + 1) * (h / 2) / h = π := by
    simp only [Nat.cast_zero, zero_add, mul_one]
    field_simp
  rw [e, Real.cos_pi, mul_zero, zero_div, Real.cos_zero, zero_add, one_pow, pow_one] at L
  linarith

/-- Halving the grid spacing raises the damping factor to its fourth power. -/
theorem damping_half_spacing (α h : ℝ) : damping α (h / 2) = damping α h ^ 4 := by
  rw [damping, damping, ← Real.exp_nat_mul]
  congr 1
  push_cast
  ring

end

end EggBoxGaussian
```

```lean
#print axioms EggBoxGaussian.eggbox_leading_ripple
-- 'EggBoxGaussian.eggbox_leading_ripple' depends on axioms: [propext, Classical.choice, Quot.sound]
#print axioms EggBoxGaussian.charge_error_le_on_grid_point
-- 'EggBoxGaussian.charge_error_le_on_grid_point' depends on axioms: [propext, Classical.choice, Quot.sound]
#print axioms EggBoxGaussian.ripple_lower_bound
-- 'EggBoxGaussian.ripple_lower_bound' depends on axioms: [propext, Classical.choice, Quot.sound]
#print axioms EggBoxGaussian.damping_half_spacing
-- 'EggBoxGaussian.damping_half_spacing' depends on axioms: [propext, Classical.choice, Quot.sound]
```

## From theta series to the error bound

**Convergence.** `gaussian_summable` treats $\sum_n e^{-an^2+bn}$ with $a>0$ by recognising it as a Jacobi theta series at imaginary arguments, for which Mathlib has a convergence criterion. Expanding $(jh-R)^2$ puts the grid sum in this form, with $a=\alpha h^2$, $b=2\alpha hR$ and a constant factor $e^{-\alpha R^2}$. That is `grid_summable`.

**The Fourier identity.** The derivation above computed the coefficients one by one. The proof of `gridCharge_fourier` instead calls Mathlib's Poisson summation formula for Gaussians,

$$\sum_n e^{-\pi an^2+2\pi bn}=\frac{1}{\sqrt a}\sum_n e^{-\pi(n+ib)^2/a},$$

with $a=\pi/(\alpha h^2)$ and $b=iR/h$. These are new values of $a$ and $b$, separate from those in the convergence lemma. The step `hL` identifies the left-hand terms as $q^{n^2}e^{2\pi inR/h}$, using `damping_zpow` to write the power of $q$ as an exponential. The step `hR` identifies the right-hand terms as $e^{-\alpha(nh-R)^2}$, and `hpre` shows that the prefactor $1/\sqrt a$ is $h\sqrt{\alpha/\pi}$, the grid weight times the normalisation. The Fourier side converges because the absolute values of its terms form a Gaussian series (`hF`), and `Complex.hasSum_re` then takes real parts.

**Pairing.** In `charge_error_harmonics`, `nat_add_neg` adds the terms $n$ and $-n$ for all $n\ge0$. This counts the constant term twice, so the paired series sums to $S+1$. Removing its first entry, which is 2, leaves $S-1$. The step `hterm` uses the evenness of the cosine to merge each remaining pair.

**Bounds.** `harmonic_le` states that $|2p\cos x|\le2p$ for $p\ge0$. In `eggbox_leading_ripple` the first harmonic is split off with `hasSum_nat_add_iff'`, and `norm_le_of_bounded` compares the rest, term by term, with the geometric series. The inequality $(n+2)^2\ge n+4$ is left to `nlinarith`, while `damping_pos` and `damping_lt_one` supply $0<q<1$. The theorem on the worst position makes the same kind of comparison, with the series at $R=0$ as the dominating one. For `ripple_lower_bound` the series at $0$ and $h/2$ are subtracted. Every term of the difference is non-negative, so `le_hasSum` allows all but the first to be discarded, and the first equals $2q-2q\cos\pi=4q$.

## Overlaps of Gaussian orbitals

The same argument handles the overlap of two Gaussians with exponents $\alpha,\beta$ and centres $A,B$ on the line. Their product is a constant times a Gaussian of exponent $\alpha+\beta$ centred at $P=(\alpha A+\beta B)/(\alpha+\beta)$. The grid overlap divided by the exact overlap is therefore $S(P)$ with $\alpha$ replaced by $\alpha+\beta$, and its relative error ripples with first-harmonic amplitude $2e^{-\pi^2/((\alpha+\beta)h^2)}$. This corollary is a pencil calculation and has no theorem in the code.
